# Differentiable one-parameter subgroups of SU(2) are spin evolutions in a constant field

## Conventions and claim

Vector components and matrix entries are numbered from zero. For a real vector $b=(b_0,b_1,b_2)$, put

$$
b\cdot\sigma=b_0\sigma_x+b_1\sigma_y+b_2\sigma_z
=\begin{pmatrix} b_2 & b_0-ib_1\\ b_0+ib_1 & -b_2\end{pmatrix}.
$$

The generator and the evolution operator are

$$
G_b=-\tfrac{i}{2}\,b\cdot\sigma,\qquad U_b(t)=\exp(tG_b)=\exp(-it\,b\cdot\sigma/2).
$$

With $\hbar=1$ the Hamiltonian is $b\cdot\sigma/2$. The vector $b$ is therefore a field measured as an angular frequency, with the gyromagnetic ratio and its sign absorbed. The group SU(2) consists of the unitary $2\times2$ matrices of determinant 1, and a dagger denotes the conjugate transpose.

**Claim.** Let $F:\mathbb R\to SU(2)$ satisfy $F(s+t)=F(s)F(t)$ for all real $s,t$, and let each entry of $F$ be differentiable at $t=0$. Then exactly one real vector $b$ satisfies $F(t)=U_b(t)$ for all $t$. Conversely, every $U_b$ is a differentiable one-parameter subgroup of SU(2).

For a single spin one-half that is not coupled to other quantum systems, this says that an evolution in SU(2) which depends only on the elapsed time, composes over successive intervals and has a velocity at time zero is precession in a constant field. The dependence on elapsed time alone is essential: evolutions in a time-varying field also compose over successive intervals, but they depend in general on the starting time as well.

## From the group law to the field

**The initial velocity.** Setting $s=t=0$ gives $F(0)=F(0)^2$, and multiplication by $F(0)^\dagger$ gives $F(0)=1$. Hence $F(t)F(-t)=1$, so unitarity yields $F(t)^\dagger=F(-t)$. Let $A=F'(0)$. Differentiating this relation at zero gives $A^\dagger=-A$. The determinant condition reads

$$
F_{00}(t)F_{11}(t)-F_{01}(t)F_{10}(t)=1.
$$

Its derivative at zero, where $F(0)=1$, is $A_{00}+A_{11}=0$. The velocity is anti-Hermitian and traceless.

**Reading off the field.** Such a matrix has imaginary $A_{00}$, with $A_{11}=-A_{00}$ and $A_{01}=-\overline{A_{10}}$. It is fixed by $A_{00}$ and $A_{10}$. The equation $A=G_b$ requires

$$
A_{00}=-\tfrac{i}{2}b_2,\qquad A_{10}=\tfrac12 b_1-\tfrac{i}{2}b_0,
$$

which has exactly one real solution:

$$
b_0=-2\,\mathrm{Im}\,A_{10},\qquad b_1=2\,\mathrm{Re}\,A_{10},\qquad b_2=-2\,\mathrm{Im}\,A_{00}.
$$

**All later and earlier times.** Write $F(u)=F(s)F(u-s)$ and differentiate with respect to $u$ at $u=s$. This gives $F'(s)=F(s)A$, so differentiability at zero implies differentiability everywhere. The exponential satisfies $U_b'(s)=AU_b(s)$, and therefore

$$
\frac{d}{ds}\bigl[F(s)U_b(-s)\bigr]=F(s)AU_b(-s)-F(s)AU_b(-s)=0.
$$

The product equals 1 at $s=0$, hence always. Multiplying on the right by $U_b(s)$ and using $U_b(-s)U_b(s)=1$ gives $F(s)=U_b(s)$.

**Uniqueness.** If also $F=U_c$ for a real vector $c$, then differentiation at zero gives $A=G_c$, and the formulas for the components force $c=b$.

**The converse.** Multiples of the same matrix commute, so $U_b(s+t)=U_b(s)U_b(t)$. Since $G_b^\dagger=-G_b$, we have $U_b(t)^\dagger=U_b(-t)$, which is the inverse of $U_b(t)$. For the determinant, insert $U'=GU$, dropping the subscript $b$:

$$
\begin{aligned}
(\det U)'&=(G_{00}U_{00}+G_{01}U_{10})U_{11}+U_{00}(G_{10}U_{01}+G_{11}U_{11})\\
&\quad-(G_{00}U_{01}+G_{01}U_{11})U_{10}-U_{01}(G_{10}U_{00}+G_{11}U_{10})\\
&=(G_{00}+G_{11})\det U=0.
\end{aligned}
$$

Since $\det U(0)=1$, the determinant is always 1.

**The zero field and an added phase.** The smallest case is the constant subgroup $F(t)=1$, whose field is $b=0$. If the determinant condition is dropped, the claim fails for $F(t)=e^{-it}\,1$. This function is unitary, differentiable and obeys the group law, but its determinant is $e^{-2it}$, whereas every $U_b(t)$ has determinant 1. It is the evolution under the Hamiltonian $1$, a uniform energy shift, which is not of the form $b\cdot\sigma/2$. The difference lies in the operator only: a global phase does not change the physical state, so the spin behaves as it does in zero field.

## Matrices, field and evolution in Lean

The matrix norm activated here supports the calculus. The hypothesis of the main theorem concerns only the individual entries.

```lean
import Mathlib

open Matrix
open Complex (I)

namespace SU2OneParameterSubgroups

noncomputable section

attribute [local instance] Matrix.linftyOpNormedRing Matrix.linftyOpNormedAlgebra
```

The type `M2` holds all complex $2\times2$ matrices, so membership in SU(2) is a separate condition.

```lean
/-- Complex two-by-two matrices, the operators on a spin one-half. -/
abbrev M2 := Matrix (Fin 2) (Fin 2) ℂ
```

The Pauli matrices are given explicitly, which fixes the basis and the sign of $\sigma_y$.

```lean
/-- The Pauli matrix `σ_x`. -/
def sigmaX : M2 := !![0, 1; 1, 0]

/-- The Pauli matrix `σ_y`. -/
def sigmaY : M2 := !![0, -I; I, 0]

/-- The Pauli matrix `σ_z`. -/
def sigmaZ : M2 := !![1, 0; 0, -1]
```

A field is a function `Fin 3 → ℝ`. Its components are real by type and are converted to complex numbers when they multiply the Pauli matrices.

```lean
/-- The product `b.σ` of a real field vector with the Pauli matrices. -/
def pauliDot (b : Fin 3 → ℝ) : M2 :=
  (b 0 : ℂ) • sigmaX + (b 1 : ℂ) • sigmaY + (b 2 : ℂ) • sigmaZ
```

`generator b` is $G_b$, and `evolution b t` is $U_b(t)$ with the exponent written as in the claim.

```lean
/-- The generator `-(i/2) b.σ` of spin precession in the field `b`. -/
def generator (b : Fin 3 → ℝ) : M2 := (-(I / 2)) • pauliDot b

/-- The evolution operator `exp(-i t b.σ/2)` in the constant field `b`. -/
def evolution (b : Fin 3 → ℝ) (t : ℝ) : M2 :=
  NormedSpace.exp ((-(I * (t : ℂ) / 2)) • pauliDot b)
```

The next lemma moves the real time outside the generator, giving the form $\exp(tG_b)$ used in the derivation.

```lean
/-- The evolution operator is the exponential of time multiplied by the generator. -/
theorem evolution_eq (b : Fin 3 → ℝ) (t : ℝ) :
    evolution b t = NormedSpace.exp (t • generator b) := by
  unfold evolution generator
  congr 1
  ext i j
  simp only [Matrix.smul_apply, smul_eq_mul, Complex.real_smul]
  ring
```

## Derivatives of matrices

A matrix function has a derivative exactly when its entries have the corresponding derivatives. In one direction the proof composes with the linear map that extracts an entry. In the other it assembles the entries by a linear map. Both maps are continuous because the spaces are finite-dimensional.

```lean
/-- A time-dependent matrix has a given derivative exactly when each of its entries does. -/
theorem hasDerivAt_entries {G : ℝ → M2} {G' : M2} {t : ℝ} :
    HasDerivAt G G' t ↔ ∀ i j, HasDerivAt (fun s => G s i j) (G' i j) t := by
  constructor
  · intro h i j
    exact (LinearMap.toContinuousLinearMap
      (Matrix.entryLinearMap ℝ ℂ i j : M2 →ₗ[ℝ] ℂ)).hasFDerivAt.comp_hasDerivAt t h
  · intro h
    let L : (Fin 2 → Fin 2 → ℂ) →ₗ[ℝ] M2 :=
      { toFun := fun f => Matrix.of f
        map_add' := fun _ _ => rfl
        map_smul' := fun _ _ => rfl }
    have hp : HasDerivAt (fun s i j => G s i j) (fun i j => G' i j) t :=
      hasDerivAt_pi.2 fun i => hasDerivAt_pi.2 fun j => h i j
    exact (LinearMap.toContinuousLinearMap L).hasFDerivAt.comp_hasDerivAt t hp
```

The chain rule for $u\mapsto -u$ supplies the minus sign needed for $F(-t)$ and $U_b(-t)$.

```lean
/-- Reversing the direction of time reverses the sign of a velocity. -/
theorem hasDerivAt_reverse {E : Type*} [NormedAddCommGroup E] [NormedSpace ℝ E]
    {f : ℝ → E} {f' : E} {x : ℝ} (h : HasDerivAt f f' (-x)) :
    HasDerivAt (fun u => f (-u)) (-f') x := by
  have h1 := HasDerivAt.scomp x h (hasDerivAt_neg x)
  rw [neg_one_smul] at h1
  exact h1
```

## The field contained in a velocity

The hypotheses `hs` and `ht` say that $A$ is anti-Hermitian and traceless. The proof takes their real and imaginary parts, then supplies the three component formulas found above. Checking the four entries leaves linear equations, which `linarith` solves. For uniqueness, substituting `generator c` into the formulas returns $c$.

```lean
/-- Every traceless anti-Hermitian two-by-two matrix is `-(i/2) b.σ` for exactly one
real vector `b`. -/
theorem existsUnique_generator (A : M2) (hs : Aᴴ = -A) (ht : A.trace = 0) :
    ∃! b : Fin 3 → ℝ, A = generator b := by
  have h00 := congrArg Complex.re (congrFun (congrFun hs 0) 0)
  have h01r := congrArg Complex.re (congrFun (congrFun hs 0) 1)
  have h01i := congrArg Complex.im (congrFun (congrFun hs 0) 1)
  rw [Matrix.trace_fin_two] at ht
  have htr := congrArg Complex.re ht
  have hti := congrArg Complex.im ht
  simp only [Matrix.conjTranspose_apply, Matrix.neg_apply, Complex.star_def, Complex.conj_re,
    Complex.conj_im, Complex.neg_re, Complex.neg_im, Complex.add_re, Complex.add_im,
    Complex.zero_re, Complex.zero_im] at h00 h01r h01i htr hti
  refine ⟨![-2 * (A 1 0).im, 2 * (A 1 0).re, -2 * (A 0 0).im], ?_, ?_⟩
  · change A = generator _
    ext i j
    fin_cases i <;> fin_cases j <;> apply Complex.ext <;>
      simp [generator, pauliDot, sigmaX, sigmaY, sigmaZ] <;> linarith
  · intro c hc
    change A = generator c at hc
    rw [hc]
    ext k
    fin_cases k <;> simp [generator, pauliDot, sigmaX, sigmaY, sigmaZ]
```

## The equation of motion and its solution

Mathlib's derivative of the exponential gives the Schrödinger equation, with the generator on the left.

```lean
/-- The evolution operator obeys the Schrödinger equation `U' = -(i/2) b.σ U`. -/
theorem hasDerivAt_evolution (b : Fin 3 → ℝ) (t : ℝ) :
    HasDerivAt (evolution b) (generator b * evolution b t) t := by
  have h := hasDerivAt_exp_smul_const' (generator b) t
  rw [evolution_eq, show evolution b = fun u : ℝ => NormedSpace.exp (u • generator b) from
    funext (evolution_eq b)]
  exact h
```

The group law follows from the exponential rule for commuting matrices.

```lean
/-- Evolution starts at the identity, and evolutions over successive times multiply. -/
theorem evolution_group_law (b : Fin 3 → ℝ) :
    evolution b 0 = 1 ∧ ∀ s t, evolution b (s + t) = evolution b s * evolution b t := by
  refine ⟨by rw [evolution_eq, zero_smul, NormedSpace.exp_zero], fun s t => ?_⟩
  simp only [evolution_eq, add_smul]
  exact Matrix.exp_add_of_commute _ _ (((Commute.refl (generator b)).smul_left s).smul_right t)
```

The following theorem needs no unitarity: a matrix-valued $F$ with $F(0)=1$, the group law and initial velocity $G_b$ must be $U_b$. In the proof, `hF` is $F'(s)=F(s)G_b$, and `hK` is the vanishing derivative of $F(s)U_b(-s)$. The equality `hc` compares this constant product at $t$ and at 0, and the final calculation multiplies by $U_b(t)$.

```lean
/-- A one-parameter group of matrices with initial velocity `-(i/2) b.σ` is the evolution
in the constant field `b`. -/
theorem eq_evolution_of_velocity {F : ℝ → M2} {b : Fin 3 → ℝ} (h0 : F 0 = 1)
    (hmul : ∀ s t, F (s + t) = F s * F t) (hA : HasDerivAt F (generator b) 0) (t : ℝ) :
    F t = evolution b t := by
  -- the group law carries the velocity at time zero to every other time
  have hF : ∀ s, HasDerivAt F (F s * generator b) s := fun s => by
    have h1 : HasDerivAt (fun u => F (u - s)) (generator b) s :=
      HasDerivAt.comp_sub_const s s (by rw [sub_self]; exact hA)
    refine (h1.const_mul (F s)).congr_of_eventuallyEq (Filter.Eventually.of_forall fun u => ?_)
    change F u = F s * F (u - s)
    rw [← hmul, add_sub_cancel]
  -- undoing the evolution leaves a constant
  have hK : ∀ s, HasDerivAt (fun u => F u * evolution b (-u)) 0 s := fun s =>
    ((hF s).fun_mul (hasDerivAt_reverse (hasDerivAt_evolution b (-s)))).congr_deriv
      (by rw [mul_neg, mul_assoc, add_neg_cancel])
  have hc : F t * evolution b (-t) = F 0 * evolution b (-0) :=
    is_const_of_deriv_eq_zero (fun s => (hK s).differentiableAt) (fun s => (hK s).deriv) t 0
  obtain ⟨e0, eadd⟩ := evolution_group_law b
  rw [neg_zero, h0, e0, one_mul] at hc
  calc F t = F t * (evolution b (-t) * evolution b t) := by
        rw [← eadd, neg_add_cancel, e0, mul_one]
    _ = evolution b t := by rw [← mul_assoc, hc, one_mul]
```

## What SU(2) imposes on the velocity

Here `hU` is $F(t)^\dagger F(t)=1$, and `hstar` is $F(t)^\dagger=F(-t)$. The two sides of `hstar` are differentiated entry by entry, and uniqueness of the derivative gives $A^\dagger=-A$. The same principle, applied to the determinant and the constant function 1, gives zero trace.

```lean
/-- A one-parameter subgroup of SU(2) starts at the identity, and its initial velocity is
anti-Hermitian and traceless. -/
theorem initial_velocity {F : ℝ → M2} {A : M2}
    (hSU : ∀ t, F t ∈ Matrix.specialUnitaryGroup (Fin 2) ℂ)
    (hmul : ∀ s t, F (s + t) = F s * F t) (hA : HasDerivAt F A 0) :
    F 0 = 1 ∧ Aᴴ = -A ∧ A.trace = 0 := by
  have hU : ∀ t, star (F t) * F t = 1 := fun t =>
    Matrix.mem_unitaryGroup_iff'.1 (Matrix.mem_specialUnitaryGroup_iff.1 (hSU t)).1
  have h0 : F 0 = 1 := by
    have h := hmul 0 0
    rw [add_zero] at h
    calc F 0 = star (F 0) * F 0 * F 0 := by rw [hU, one_mul]
      _ = 1 := by rw [mul_assoc, ← h, hU]
  have hstar : ∀ t, star (F t) = F (-t) := fun t => by
    calc star (F t) = star (F t) * (F t * F (-t)) := by
          rw [← hmul, add_neg_cancel, h0, mul_one]
      _ = F (-t) := by rw [← mul_assoc, hU, one_mul]
  have h := hasDerivAt_entries.1 hA
  refine ⟨h0, ?_, ?_⟩
  · -- differentiate F(t)† = F(-t)
    ext i j
    have h1 : HasDerivAt (fun s => star (F s j i)) (star (A j i)) 0 := (h j i).star
    have h2 : HasDerivAt (fun s => F (-s) i j) (-(A i j)) 0 :=
      hasDerivAt_reverse (f := fun s => F s i j) (by rw [neg_zero]; exact h i j)
    have e : (fun s => star (F s j i)) = fun s => F (-s) i j :=
      funext fun s => by rw [← hstar s]; rfl
    rw [e] at h1
    exact h1.unique h2
  · -- differentiate det F(t) = 1
    have d := ((h 0 0).fun_mul (h 1 1)).fun_sub ((h 0 1).fun_mul (h 1 0))
    have e : (fun s => F s 0 0 * F s 1 1 - F s 0 1 * F s 1 0) = fun _ => (1 : ℂ) :=
      funext fun s => by
        rw [← Matrix.det_fin_two]
        exact (Matrix.mem_specialUnitaryGroup_iff.1 (hSU s)).2
    rw [e] at d
    have hd := d.unique (hasDerivAt_const (0 : ℝ) (1 : ℂ))
    rw [Matrix.trace_fin_two]
    simpa [h0] using hd
```

## Existence and uniqueness of the constant field

The three hypotheses are those of the claim: `hSU` places every $F(t)$ in SU(2), `hmul` is the group law, and `hdiff` is differentiability of each entry at zero with respect to real time. The conclusion `∃! b` says that one and only one real vector reproduces $F$ at all times. Fields that vary in time, spins coupled to other systems and larger spins are not covered.

The proof collects the entry derivatives into a velocity matrix and applies `initial_velocity`. The lemma `existsUnique_generator` then supplies $b$, and `eq_evolution_of_velocity` identifies $F$ with its evolution. For a competing field $c$, the derivative of `evolution c` at zero must equal the same velocity, so $c=b$.

```lean
/-- A one-parameter subgroup of SU(2) that is differentiable at time zero is
`exp(-i t b.σ/2)` for exactly one constant real field `b`. -/
theorem existsUnique_constant_field (F : ℝ → M2)
    (hSU : ∀ t, F t ∈ Matrix.specialUnitaryGroup (Fin 2) ℂ)
    (hmul : ∀ s t, F (s + t) = F s * F t)
    (hdiff : ∀ i j, DifferentiableAt ℝ (fun t => F t i j) 0) :
    ∃! b : Fin 3 → ℝ, ∀ t, F t = evolution b t := by
  have hA : HasDerivAt F (Matrix.of fun i j => deriv (fun t => F t i j) 0) 0 :=
    hasDerivAt_entries.2 fun i j => (hdiff i j).hasDerivAt
  obtain ⟨h0, hs, ht⟩ := initial_velocity hSU hmul hA
  obtain ⟨b, hb, huniq⟩ := existsUnique_generator _ hs ht
  refine ⟨b, fun t => eq_evolution_of_velocity h0 hmul (hb ▸ hA) t, fun c hc => huniq c ?_⟩
  -- the field is read off from the velocity at time zero
  have h1 := hasDerivAt_evolution c 0
  rw [(evolution_group_law c).1, mul_one, ← (funext hc : F = evolution c)] at h1
  exact hA.unique h1
```

## Every constant field gives a subgroup of SU(2)

The last theorem proves membership in SU(2). Together with `evolution_group_law` and `hasDerivAt_evolution`, it gives the converse part of the claim. The facts `hskew` and `htr` state that the generator is anti-Hermitian and traceless. Conjugating the exponential turns the first into unitarity. For the determinant, `linear_combination` carries out the cancellation displayed earlier, and the zero derivative fixes the determinant at its initial value.

```lean
/-- Conversely, the evolution operator in any constant real field lies in SU(2) at all times. -/
theorem evolution_mem_SU2 (b : Fin 3 → ℝ) (t : ℝ) :
    evolution b t ∈ Matrix.specialUnitaryGroup (Fin 2) ℂ := by
  obtain ⟨e0, eadd⟩ := evolution_group_law b
  have hskew : (generator b)ᴴ = -generator b := by
    ext i j
    fin_cases i <;> fin_cases j <;> apply Complex.ext <;>
      simp [generator, pauliDot, sigmaX, sigmaY, sigmaZ] <;> ring
  have htr : generator b 0 0 + generator b 1 1 = 0 := by
    simp [generator, pauliDot, sigmaX, sigmaY, sigmaZ]
  refine Matrix.mem_specialUnitaryGroup_iff.2 ⟨Matrix.mem_unitaryGroup_iff.2 ?_, ?_⟩
  · have hstar : star (evolution b t) = evolution b (-t) := by
      rw [evolution_eq, evolution_eq, Matrix.star_eq_conjTranspose, ← Matrix.exp_conjTranspose,
        Matrix.conjTranspose_smul, hskew, star_trivial, smul_neg, neg_smul]
    rw [hstar, ← eadd, add_neg_cancel, e0]
  · -- the determinant does not change in time because the generator is traceless
    have hd : ∀ s, HasDerivAt (fun u => (evolution b u).det) 0 s := fun s => by
      have h := hasDerivAt_entries.1 (hasDerivAt_evolution b s)
      simp only [Matrix.det_fin_two]
      refine (((h 0 0).fun_mul (h 1 1)).fun_sub ((h 0 1).fun_mul (h 1 0))).congr_deriv ?_
      simp only [Matrix.mul_apply, Fin.sum_univ_two]
      linear_combination (evolution b s 0 0 * evolution b s 1 1
        - evolution b s 0 1 * evolution b s 1 0) * htr
    have hc : (evolution b t).det = (evolution b 0).det :=
      is_const_of_deriv_eq_zero (fun s => (hd s).differentiableAt) (fun s => (hd s).deriv) t 0
    rw [hc, e0, Matrix.det_one]

end

end SU2OneParameterSubgroups
```

```lean
#print axioms SU2OneParameterSubgroups.existsUnique_constant_field
#print axioms SU2OneParameterSubgroups.evolution_mem_SU2
```

```
'SU2OneParameterSubgroups.existsUnique_constant_field' depends on axioms: [propext, Classical.choice, Quot.sound]
'SU2OneParameterSubgroups.evolution_mem_SU2' depends on axioms: [propext, Classical.choice, Quot.sound]
```
